# The time-sliced coherent-state determinant \(1-a^N\) and the oscillator partition function

In the continuum, the coherent-state path integral of one bosonic mode of frequency \(\omega>0\) at inverse temperature \(\beta\) gives \(1/\det(\partial_\tau+\omega)\), with \(\tau\) the imaginary time. This determinant is a divergent product over Matsubara frequencies whose finite part depends on the regularisation. A symmetric cutoff suggests \(Z=1/(2\sinh(\beta\omega/2))\), whereas \(H=\omega\,\hat b^\dagger\hat b\) (\(\hat b\) the annihilation operator, \(\hbar=1\), no zero-point term) has \(Z=1/(1-e^{-\beta\omega})\). Cutting imaginary time into \(N\) slices, using the matrix elements of this \(H\) between neighbouring slices, and then letting \(N\to\infty\) fixes the factor for this single non-interacting mode.

## The action matrix

With slices \(j=0,\dots,N-1\), step \(\epsilon=\beta/N\) and unnormalised coherent states,
\[
\langle\phi_{j+1}|e^{-\epsilon H}|\phi_j\rangle\approx e^{a\bar\phi_{j+1}\phi_j},\qquad a=1-\beta\omega/N .
\]
Each resolution of the identity adds \(e^{-\bar\phi_j\phi_j}\) and the trace sets \(\phi_N=\phi_0\), so the action is \(\bar\phi(I-aC)\phi\) with \(C\) the cyclic shift. The Gaussian integral with measure \(\prod_j d^2\phi_j/\pi\) gives \(1/\det\) when it converges, that is when the Hermitian part of \(I-aC\), with eigenvalues \(1-a\cos(2\pi k/N)\) for \(k=0,\dots,N-1\), is positive definite; this holds for \(|a|<1\) and fails for \(a\ge1\). A Grassmann integral gives \(\det\) with no such condition. The formal statements begin at the matrix: the slicing, these integrals and later remarks on other matrices are ordinary argument that the kernel never saw. Entries lie in a commutative ring `R`, which covers \(\mathbb R\) and \(\mathbb C\).

```lean
import Mathlib

open Matrix Finset Filter Topology

namespace CoherentStateDeterminant

noncomputable section

variable {R : Type*} [CommRing R]
```

With a weight \(w_j\) on each link, \(K_{ij}=w_j\) if \(i=j+1 \bmod N\) and zero otherwise. Only \(w_0,\dots,w_{N-1}\) of the sequence `w` enter.

```lean
/-- Hopping matrix on a ring of `N` time slices: the link from slice `j` to slice
`j + 1 mod N` carries the weight `w j`. -/
def hop (N : ℕ) (w : ℕ → R) : Matrix (Fin N) (Fin N) R :=
  Matrix.of fun i j => if (i : ℕ) = ((j : ℕ) + 1) % N then w j else 0
```

Unit weights give \(C\).

```lean
/-- The `N × N` cyclic shift matrix `C`, taking slice `j` to slice `j + 1 mod N`. -/
def cyclicShift (R : Type*) [CommRing R] (N : ℕ) : Matrix (Fin N) (Fin N) R :=
  Matrix.of fun i j => if (i : ℕ) = ((j : ℕ) + 1) % N then 1 else 0
```

A boundary condition \(\bar\phi_N=\eta\bar\phi_0\) multiplies only the closing link, from \(N-1\) to \(0\), by \(\eta\); call this matrix \(C_\eta\).

```lean
/-- The cyclic shift with a boundary factor `η` on the link from the last slice
back to the first. -/
def twistedShift (N : ℕ) (η : R) : Matrix (Fin N) (Fin N) R :=
  Matrix.of fun i j =>
    if (i : ℕ) = ((j : ℕ) + 1) % N then (if (j : ℕ) + 1 = N then η else 1) else 0
```

The bosonic determinant is \(D_B(N)=\det(I-aC)\) for real \(\beta,\omega\), which appear only through their product.

```lean
/-- Determinant of the action matrix `I - a C` with `a = 1 - β ω / N` and periodic
boundary conditions. -/
def bosonDet (β ω : ℝ) (N : ℕ) : ℝ :=
  (1 - (1 - β * ω / N) • cyclicShift ℝ N).det
```

Fermions are antiperiodic, \(D_F(N)=\det(I-aC_{-1})\).

```lean
/-- Determinant of the action matrix with `a = 1 - β ω / N` and antiperiodic
boundary conditions (`η = -1`). -/
def fermionDet (β ω : ℝ) (N : ℕ) : ℝ :=
  (1 - (1 - β * ω / N) • twistedShift N (-1 : ℝ)).det
```

## The determinant at finite \(N\)

Let \(M=I-K\) and \(c_i=\prod_{k<i}w_k\), so \(c_0=1\). Replacing column 0 by \(\sum_i c_i\,(\text{column } i)\) multiplies the determinant by \(c_0\) (`hdet`, `hc0`). If \(p\) precedes \(k\) on the ring, row \(k\) of the new column is
\[
\sum_i c_iM_{ki}=c_k-c_pw_p ,
\]
which is `hcol`. For \(k=0\), \(p=N-1\) and the entry is \(1-\prod_{k<N}w_k\) (`h0`, with `n` equal to \(N-1\)). For row \(k+1\), \(p=k\) and \(c_{k+1}-c_kw_k=0\) (`hs`). Deleting row 0 and column 0 removes the closing link, so the minor is lower triangular with unit diagonal (`hz`, `hsub`). Expansion along column 0 gives
\[
\det(I-K)=1-\prod_{k=0}^{N-1}w_k,\qquad N\ge1 .
\]
At \(N=1\) the matrix is the number \(1-w_0\) and the minor is empty. At \(N=0\) the empty determinant is 1 while the right side is 0, which is the case `hN` excludes.

```lean
/-- For slice-dependent link weights, `det (I - K)` is one minus the product of the
weights around the ring. -/
theorem det_one_sub_hop {N : ℕ} (hN : 1 ≤ N) (w : ℕ → R) :
    (1 - hop N w).det = 1 - ∏ k ∈ range N, w k := by
  obtain ⟨n, rfl⟩ : ∃ n, N = n + 1 := ⟨N - 1, by omega⟩
  have key : ∀ j : ℕ, j < n + 1 →
      (j = n ∧ (j + 1) % (n + 1) = 0) ∨ (j < n ∧ (j + 1) % (n + 1) = j + 1) := by
    intro j hj
    by_cases h : j = n
    · exact Or.inl ⟨h, by rw [h, Nat.mod_self]⟩
    · exact Or.inr ⟨by omega, Nat.mod_eq_of_lt (by omega)⟩
  -- partial products along the chain
  let c : Fin (n + 1) → R := fun i => ∏ k ∈ range i, w k
  have hcol : ∀ k p : Fin (n + 1),
      (∀ i : Fin (n + 1), (k : ℕ) = ((i : ℕ) + 1) % (n + 1) ↔ i = p) →
      ∑ i, c i • (1 - hop (n + 1) w) k i = c k - c p * w p := by
    intro k p h
    simp only [hop, Matrix.sub_apply, Matrix.one_apply, Matrix.of_apply, h, smul_eq_mul,
      mul_sub, Finset.sum_sub_distrib, mul_ite, mul_one, mul_zero, Finset.sum_ite_eq,
      Finset.sum_ite_eq', Finset.mem_univ, if_true]
  -- the combined column is `(1 - ∏ w, 0, …, 0)`
  have h0 : ∑ i, c i • (1 - hop (n + 1) w) 0 i = 1 - ∏ k ∈ range (n + 1), w k := by
    rw [hcol 0 (Fin.last n)]
    · simp [c, Finset.prod_range_succ]
    · intro i
      have e0 : ((0 : Fin (n + 1)) : ℕ) = 0 := rfl
      have e1 : ((Fin.last n : Fin (n + 1)) : ℕ) = n := rfl
      rcases key _ i.is_lt with ⟨h1, h2⟩ | ⟨h1, h2⟩ <;> rw [h2, Fin.ext_iff] <;> omega
  have hs : ∀ k : Fin n, ∑ i, c i • (1 - hop (n + 1) w) k.succ i = 0 := by
    intro k
    rw [hcol k.succ k.castSucc]
    · simp [c, Finset.prod_range_succ]
    · intro i
      have hk := k.is_lt
      have e : ((Fin.castSucc k : Fin (n + 1)) : ℕ) = k := rfl
      have e1 : ((Fin.succ k : Fin (n + 1)) : ℕ) = k + 1 := rfl
      rcases key _ i.is_lt with ⟨h1, h2⟩ | ⟨h1, h2⟩ <;> rw [h2, Fin.ext_iff] <;> omega
  -- the remaining minor is lower triangular with unit diagonal
  have hz : ∀ i j : Fin n, i ≤ j → hop (n + 1) w i.succ j.succ = 0 := by
    intro i j h
    have h' : (i : ℕ) ≤ j := h
    simp only [hop, Matrix.of_apply]
    rw [if_neg]
    have e0 : ((Fin.succ i : Fin (n + 1)) : ℕ) = i + 1 := rfl
    have e1 : ((Fin.succ j : Fin (n + 1)) : ℕ) = j + 1 := rfl
    rcases key _ j.succ.is_lt with ⟨h1, h2⟩ | ⟨h1, h2⟩ <;> rw [h2] <;> omega
  have hsub : ((1 - hop (n + 1) w).submatrix Fin.succ Fin.succ).det = 1 := by
    rw [Matrix.det_of_isLowerTriangular]
    · apply Finset.prod_eq_one
      intro i _
      simp [hz i i le_rfl]
    · intro i j hij
      have hlt : i < j := hij
      simp [hz i j hlt.le, hlt.ne]
  have hdet := Matrix.det_updateCol_sum (1 - hop (n + 1) w) 0 c
  have hc0 : c 0 = 1 := by simp [c]
  rw [hc0, one_smul] at hdet
  have hm : (((1 - hop (n + 1) w).updateCol 0
      (fun k => ∑ i, c i • (1 - hop (n + 1) w) k i)).submatrix
        (Fin.succAbove 0) Fin.succ) = (1 - hop (n + 1) w).submatrix Fin.succ Fin.succ := by
    ext i j
    simp only [Matrix.submatrix_apply, Fin.succAbove_zero]
    rw [Matrix.updateCol_ne (Fin.succ_ne_zero j)]
  rw [← hdet, Matrix.det_succ_column_zero, Fin.sum_univ_succ, hm, hsub]
  simp only [Matrix.updateCol_self, h0, hs]
  simp
```

Equal weights \(w_k=a\) give \(\det(I-aC)=1-a^N\).

```lean
/-- For `N ≥ 1` and `a` in any commutative ring, such as the complex numbers,
`det (I - a C) = 1 - a ^ N`. -/
theorem det_one_sub_cyclicShift {N : ℕ} (hN : 1 ≤ N) (a : R) :
    (1 - a • cyclicShift R N).det = 1 - a ^ N := by
  have h : a • cyclicShift R N = hop N (fun _ => a) := by
    ext i j
    simp [cyclicShift, hop]
  rw [h, det_one_sub_hop hN]
  simp
```

With \(w_{N-1}=a\eta\) and the other \(N-1\) weights equal to \(a\) (`hp`), \(\det(I-aC_\eta)=1-\eta a^N\) for \(N\ge1\).

```lean
/-- With a boundary factor `η` the determinant is `1 - η a ^ N`. -/
theorem det_one_sub_twistedShift {N : ℕ} (hN : 1 ≤ N) (η a : R) :
    (1 - a • twistedShift N η).det = 1 - η * a ^ N := by
  have h : a • twistedShift N η = hop N (fun k => if k + 1 = N then a * η else a) := by
    ext i j
    simp [twistedShift, hop]
  rw [h, det_one_sub_hop hN]
  obtain ⟨n, rfl⟩ : ∃ n, N = n + 1 := ⟨N - 1, by omega⟩
  have hp : ∏ k ∈ range n, (if k + 1 = n + 1 then a * η else a) = ∏ _k ∈ range n, a := by
    apply Finset.prod_congr rfl
    intro k hk
    have := Finset.mem_range.mp hk
    rw [if_neg (by omega)]
  rw [Finset.prod_range_succ, hp, if_pos rfl, Finset.prod_const, Finset.card_range]
  ring
```

## Positivity

If \(0<\beta\omega<2N\) then \(|a|<1\), hence \(a^N\le|a|^N<1\) and \(D_B(N)>0\); the two inequalities already force \(N\ge1\). For \(N=2\), \(\beta\omega=4\) one has \(a=-1\) and \(D_B=0\). Lean assigns \(1/0\) the value 0, so positivity is what shows the reciprocal to be a true inverse.

```lean
/-- The periodic determinant is positive whenever `0 < β ω < 2 N`. -/
theorem bosonDet_pos {β ω : ℝ} {N : ℕ} (h : 0 < β * ω) (hN : β * ω < 2 * N) :
    0 < bosonDet β ω N := by
  have hpos : (0 : ℝ) < N := by linarith
  have h1 : 0 < N := by exact_mod_cast hpos
  have ha : 0 < β * ω / N := div_pos h hpos
  have hb : β * ω / N < 2 := (div_lt_iff₀ hpos).mpr hN
  have habs : |1 - β * ω / N| < 1 := abs_lt.mpr ⟨by linarith, by linarith⟩
  have hlt : |1 - β * ω / N| ^ N < 1 := pow_lt_one₀ (abs_nonneg _) habs (by omega)
  have hle := le_abs_self ((1 - β * ω / N) ^ N)
  rw [abs_pow] at hle
  rw [bosonDet, det_one_sub_cyclicShift h1]
  linarith
```

## Many slices

The limit \((1+x/N)^N\to e^x\), `Real.tendsto_one_add_div_pow_exp`, taken at \(x=-\beta\omega\), gives \(a^N\to e^{-\beta\omega}\) for any real \(\beta\omega\). The filter `atTop` means \(N\to\infty\).

```lean
/-- The product of `N` slice factors `1 - β ω / N` tends to the Boltzmann factor
`exp (-β ω)`. -/
theorem tendsto_slice_pow (β ω : ℝ) :
    Tendsto (fun N : ℕ => (1 - β * ω / N) ^ N) atTop (𝓝 (Real.exp (-(β * ω)))) := by
  refine (Real.tendsto_one_add_div_pow_exp (-(β * ω))).congr fun N => ?_
  rw [neg_div, ← sub_eq_add_neg]
```

Therefore \(D_B(N)\to1-e^{-\beta\omega}\). The closed form holds from \(N=1\) on, and `congr'` needs agreement only for large \(N\).

```lean
/-- The periodic determinant tends to `1 - exp (-β ω)` as the number of slices grows. -/
theorem tendsto_bosonDet (β ω : ℝ) :
    Tendsto (bosonDet β ω) atTop (𝓝 (1 - Real.exp (-(β * ω)))) := by
  refine ((tendsto_slice_pow β ω).const_sub 1).congr' ?_
  filter_upwards [eventually_ge_atTop 1] with N hN
  rw [bosonDet, det_one_sub_cyclicShift hN]
```

For \(\beta\omega>0\), put \(q=e^{-\beta\omega}\), so \(0<q<1\). The main theorem states that \(D_B(N)>0\) for all sufficiently large \(N\), that
\[
\frac1{D_B(N)}\to\frac1{1-e^{-\beta\omega}},
\]
and that \(\sum_{n\ge0}e^{-n\beta\omega}\) converges to the same number. The first two parts follow from the positive limit \(1-q\) (`hpos`), and the third is the geometric series after \(e^{-n\beta\omega}=q^n\) (`he`). The levels \(n\omega\) are inserted as the terms of the series, with no Fock space or trace constructed, and no rate of convergence is stated.

```lean
/-- For `β ω > 0` the periodic determinant is positive for large `N`, its reciprocal tends
to `1 / (1 - exp (-β ω))`, and this is the sum of `exp (-n β ω)` over occupations `n`. -/
theorem oscillator_partition_function {β ω : ℝ} (h : 0 < β * ω) :
    (∀ᶠ N in atTop, 0 < bosonDet β ω N) ∧
    Tendsto (fun N => 1 / bosonDet β ω N) atTop (𝓝 (1 / (1 - Real.exp (-(β * ω))))) ∧
    HasSum (fun n : ℕ => Real.exp (-(n * (β * ω)))) (1 / (1 - Real.exp (-(β * ω)))) := by
  have hlt : Real.exp (-(β * ω)) < 1 := by
    rw [← Real.exp_zero]
    exact Real.exp_lt_exp.mpr (by linarith)
  have hpos : 0 < 1 - Real.exp (-(β * ω)) := by linarith
  refine ⟨(tendsto_bosonDet β ω).eventually (lt_mem_nhds hpos),
    tendsto_const_nhds.div (tendsto_bosonDet β ω) hpos.ne', ?_⟩
  -- geometric series in the Boltzmann factor
  have he : (fun n : ℕ => Real.exp (-(n * (β * ω)))) = fun n => Real.exp (-(β * ω)) ^ n := by
    funext n
    rw [← Real.exp_nat_mul, mul_neg]
  rw [he, one_div]
  exact hasSum_geometric_of_lt_one (Real.exp_pos _).le hlt
```

For \(\beta\omega=1\), \(N=2\) gives \(a=1/2\), \(D_B=3/4\), \(1/D_B\approx1.333\); \(N=4\) gives \(1/(1-81/256)\approx1.463\); the limit is \(\approx1.582\). For \(\beta\omega=-\ln2\), excluded by `h`, the reciprocal tends to \(-1\) while the series \(\sum_n2^n\) diverges.

The position of \(\omega\) in the matrix matters. Writing the energy term as \(\epsilon\omega\bar\phi_j\phi_j\), on one slice, gives \(\det((1+\epsilon\omega)I-C)=(1+\epsilon\omega)^N-1\to e^{\beta\omega}-1\). Its reciprocal is \(q/(1-q)\), the partition function of \(\omega\,\hat b\hat b^\dagger\), with every level raised by \(\omega\).

## The antiperiodic ring

With \(\eta=-1\), \(D_F(N)=1+a^N\to1+e^{-\beta\omega}\), the sum over occupations 0 and 1, for either sign of \(\beta\omega\). In finite-temperature auxiliary-field determinant Monte Carlo the weights become slice-dependent matrices \(B_j\), and the space-time determinant is evaluated as \(\det(I+B_{N-1}\cdots B_0)\); `det_one_sub_hop` with a sign on the last weight is the single-orbital case.

```lean
/-- The antiperiodic determinant tends to `1 + exp (-β ω)` as the number of slices grows. -/
theorem tendsto_fermionDet (β ω : ℝ) :
    Tendsto (fermionDet β ω) atTop (𝓝 (1 + Real.exp (-(β * ω)))) := by
  refine ((tendsto_slice_pow β ω).const_add 1).congr' ?_
  filter_upwards [eventually_ge_atTop 1] with N hN
  rw [fermionDet, det_one_sub_twistedShift hN]
  ring

end

end CoherentStateDeterminant
```

```lean
#print axioms CoherentStateDeterminant.bosonDet_pos
#print axioms CoherentStateDeterminant.oscillator_partition_function
#print axioms CoherentStateDeterminant.tendsto_fermionDet
```

```
'CoherentStateDeterminant.bosonDet_pos' depends on axioms: [propext, Classical.choice, Quot.sound]
'CoherentStateDeterminant.oscillator_partition_function' depends on axioms: [propext, Classical.choice, Quot.sound]
'CoherentStateDeterminant.tendsto_fermionDet' depends on axioms: [propext, Classical.choice, Quot.sound]
```
